# A differentiable, rotation-invariant potential exerts no net torque about the origin

Let $V$ be a real function of finitely many points $x_i\in\mathbb R^3$, differentiable at the configuration $x$. If $V(Rx)=V(x)$ for every rotation matrix $R$ applied to all points at once, then
$$\sum_i x_i\times\nabla_i V(x)=0 .$$
Invariance is needed only at this $x$. It is a hypothesis about the physics: no external field or fixed surroundings single out a direction.

```lean
import Mathlib

open Matrix

namespace RotationInvariantPotential

noncomputable section
```

## Rotations and torque

For an axis $n=(n_0,n_1,n_2)$, let $K$ be the matrix with $Kv=n\times v$.

```lean
/-- The matrix of the map `v ↦ n × v`. -/
def crossMatrix (n : Fin 3 → ℝ) : Matrix (Fin 3) (Fin 3) ℝ :=
  !![0, -n 2, n 1; n 2, 0, -n 0; -n 1, n 0, 0]
```

For a unit vector $n$, the rotation by the angle $\theta$ is
$$R(\theta)=1+\sin\theta\,K+(1-\cos\theta)K^2 .$$

```lean
/-- The Rodrigues matrix of the rotation by the angle `θ` about the unit vector `n`. -/
def rotation (n : Fin 3 → ℝ) (θ : ℝ) : Matrix (Fin 3) (Fin 3) ℝ :=
  1 + Real.sin θ • crossMatrix n + (1 - Real.cos θ) • (crossMatrix n * crossMatrix n)
```

A configuration is a map `ι → Fin 3 → ℝ`: a point label, then a Cartesian index, gives a coordinate. Rotating it multiplies every point by the same matrix.

```lean
variable {ι : Type*}

/-- The configuration obtained by multiplying every point by the same matrix `R`. -/
def rotate (R : Matrix (Fin 3) (Fin 3) ℝ) (x : ι → Fin 3 → ℝ) : ι → Fin 3 → ℝ :=
  fun i => R *ᵥ x i
```

The force is $F_i=-\nabla_iV$. Its component $a$ is minus the derivative of $V$ when only coordinate $a$ of point $i$ moves. In Lean, `fderiv` is the total derivative and the nested `Pi.single` is that unit displacement.

```lean
/-- The force on point `i`, minus the gradient of `V` with respect to the position of that
point, at a configuration `x` where `V` is differentiable. -/
def force [Fintype ι] [DecidableEq ι] (V : (ι → Fin 3 → ℝ) → ℝ) (x : ι → Fin 3 → ℝ)
    (i : ι) : Fin 3 → ℝ :=
  fun a => -fderiv ℝ V x (Pi.single i (Pi.single a 1))
```

The net torque about the origin is $\tau=\sum_i x_i\times F_i$, so $\tau=0$ is the opening equation up to a sign.

```lean
/-- The net torque about the origin, the sum of `x i × force i`, at a configuration `x`
where `V` is differentiable. -/
def torque [Fintype ι] [DecidableEq ι] (V : (ι → Fin 3 → ℝ) → ℝ) (x : ι → Fin 3 → ℝ) :
    Fin 3 → ℝ :=
  ∑ i, x i ⨯₃ force V x i
```

## Rotations about a fixed axis form a one-parameter group

Writing out the components confirms $Kv=n\times v$.

```lean
lemma crossMatrix_mulVec (n v : Fin 3 → ℝ) : crossMatrix n *ᵥ v = n ⨯₃ v := by
  ext a
  fin_cases a <;>
    simp [crossMatrix, cross_apply, Matrix.mulVec, dotProduct, Fin.sum_univ_three] <;> ring
```

Since $n\times(n\times v)=n(n\cdot v)-|n|^2v$, one more product with $n$ gives $K^3=-|n|^2K$, which is $-K$ for a unit axis. Lean checks the nine matrix entries.

```lean
lemma crossMatrix_cube {n : Fin 3 → ℝ} (hn : n ⬝ᵥ n = 1) :
    crossMatrix n * crossMatrix n * crossMatrix n = -crossMatrix n := by
  have h : crossMatrix n * crossMatrix n * crossMatrix n = -((n ⬝ᵥ n) • crossMatrix n) := by
    ext a b
    fin_cases a <;> fin_cases b <;>
      simp [crossMatrix, Matrix.mul_apply, dotProduct, Fin.sum_univ_three] <;> ring
  rw [h, hn, one_smul]
```

At $\theta=0$ both non-constant terms vanish, so the configuration stays put.

```lean
lemma rotate_zero (n : Fin 3 → ℝ) (x : ι → Fin 3 → ℝ) : rotate (rotation n 0) x = x := by
  funext i
  simp [rotate, rotation]
```

Now multiply $R(a)R(b)$ out, using $K^3=-K$ and $K^4=-K^2$. The coefficient of $K$ is $\sin a\cos b+\cos a\sin b=\sin(a+b)$. That of $K^2$ is $1-\cos a\cos b+\sin a\sin b=1-\cos(a+b)$. Hence $R(a)R(b)=R(a+b)$.

```lean
/-- Successive rotations about the same unit axis compose by adding their angles. -/
theorem rotation_add {n : Fin 3 → ℝ} (hn : n ⬝ᵥ n = 1) (a b : ℝ) :
    rotation n (a + b) = rotation n a * rotation n b := by
  have h3 := crossMatrix_cube hn
  unfold rotation
  generalize crossMatrix n = K at h3 ⊢
  have h3' : K * (K * K) = -K := by rw [← mul_assoc, h3]
  have h4 : K * K * (K * K) = -(K * K) := by rw [← mul_assoc, h3, neg_mul]
  simp only [add_mul, mul_add, smul_mul_assoc, mul_smul_comm, one_mul, mul_one, h3, h3', h4,
    Real.sin_add, Real.cos_add]
  module
```

Because $K^T=-K$, we have $R(\theta)^T=R(-\theta)$, and so $R(\theta)^TR(\theta)=R(0)=1$. Orthogonality leaves $\det R=\pm1$; the half angle fixes the sign, since $\det R(\theta)=(\det R(\theta/2))^2=1$.

```lean
/-- For a unit axis the Rodrigues matrix is orthogonal and has determinant one. -/
theorem rotation_proper {n : Fin 3 → ℝ} (hn : n ⬝ᵥ n = 1) (θ : ℝ) :
    (rotation n θ)ᵀ * rotation n θ = 1 ∧ (rotation n θ).det = 1 := by
  have hK : (crossMatrix n)ᵀ = -crossMatrix n := by
    ext a b
    fin_cases a <;> fin_cases b <;> simp [crossMatrix]
  -- the transpose is the rotation by the opposite angle
  have ht : ∀ t, (rotation n t)ᵀ = rotation n (-t) := fun t => by
    simp [rotation, Matrix.transpose_add, Matrix.transpose_smul, Matrix.transpose_mul, hK]
  have ho : ∀ t, (rotation n t)ᵀ * rotation n t = 1 := fun t => by
    rw [ht, ← rotation_add hn, neg_add_cancel]
    simp [rotation]
  refine ⟨ho θ, ?_⟩
  -- a rotation is the square of the rotation by half the angle
  have h := congrArg Matrix.det (ho (θ / 2))
  rw [Matrix.det_mul, Matrix.det_transpose, Matrix.det_one] at h
  rw [← add_halves θ, rotation_add hn, Matrix.det_mul]
  exact h
```

## The energy changes at the rate $-n\cdot\tau$

Differentiating the matrix gives
$$R'(\theta)=\cos\theta\,K+\sin\theta\,K^2=K\,R(\theta),$$
where the last equality again uses $K^3=-K$. Each point therefore moves with velocity $n\times(R(\theta)x_i)$ per unit angle. The proof does this coordinate by coordinate.

```lean
/-- When a configuration turns about a unit axis `n`, each point moves with velocity
`n × position` per unit angle. -/
theorem hasDerivAt_rotate {n : Fin 3 → ℝ} (hn : n ⬝ᵥ n = 1) (x : ι → Fin 3 → ℝ) (θ : ℝ) :
    HasDerivAt (fun t => rotate (rotation n t) x)
      (fun i => n ⨯₃ rotate (rotation n θ) x i) θ := by
  refine hasDerivAt_pi.2 fun i => hasDerivAt_pi.2 fun a => ?_
  have hf : (fun t => rotate (rotation n t) x i a) = fun t =>
      (x i a + Real.sin t * (crossMatrix n *ᵥ x i) a) +
        (1 - Real.cos t) * ((crossMatrix n * crossMatrix n) *ᵥ x i) a := by
    funext t
    simp only [rotate, rotation, Matrix.add_mulVec, Matrix.one_mulVec, Matrix.smul_mulVec,
      Pi.add_apply, Pi.smul_apply, smul_eq_mul]
  have hK : crossMatrix n * rotation n θ =
      Real.cos θ • crossMatrix n + Real.sin θ • (crossMatrix n * crossMatrix n) := by
    simp only [rotation, mul_add, mul_one, mul_smul_comm, ← mul_assoc, crossMatrix_cube hn]
    module
  have hv : (n ⨯₃ rotate (rotation n θ) x i) a =
      Real.cos θ * (crossMatrix n *ᵥ x i) a +
        Real.sin θ * ((crossMatrix n * crossMatrix n) *ᵥ x i) a := by
    rw [← crossMatrix_mulVec, rotate, Matrix.mulVec_mulVec, hK]
    simp only [Matrix.add_mulVec, Matrix.smul_mulVec, Pi.add_apply, Pi.smul_apply, smul_eq_mul]
  rw [hf, hv]
  refine ((((Real.hasDerivAt_sin θ).mul_const _).const_add _).fun_add
    (((Real.hasDerivAt_cos θ).const_sub 1).mul_const _)).congr_deriv ?_
  ring
```

A linear function $L$ of a displacement $y$ is fixed by its values on the unit displacements $e_{ia}$: $L(y)=\sum_{i,a}y_{ia}L(e_{ia})$. This links the total derivative to the forces.

```lean
variable [Fintype ι] [DecidableEq ι]

lemma apply_eq_sum (L : (ι → Fin 3 → ℝ) →L[ℝ] ℝ) (y : ι → Fin 3 → ℝ) :
    L y = ∑ i, ∑ a, y i a * L (Pi.single i (Pi.single a 1)) := by
  conv_lhs => rw [← Finset.univ_sum_single y, map_sum]
  refine Finset.sum_congr rfl fun i _ => ?_
  have h : (Pi.single i (y i) : ι → Fin 3 → ℝ) =
      ∑ a, y i a • (Pi.single i (Pi.single a 1) : ι → Fin 3 → ℝ) := by
    ext j b
    by_cases hj : j = i
    · subst hj
      fin_cases b <;> simp [Fin.sum_univ_three]
    · simp [hj, Finset.sum_apply]
  rw [h, map_sum]
  simp only [map_smul, smul_eq_mul]
```

The cyclic rule for the triple product gives
$$n\cdot\tau=\sum_i n\cdot(x_i\times F_i)=\sum_i F_i\cdot(n\times x_i)=-\sum_i\nabla_iV\cdot(n\times x_i),$$
which is minus the derivative of $V$ along the displacement $n\times x_i$.

```lean
/-- If `V` is differentiable at `x`, the dot product of any vector `n` with the torque is minus the
derivative of `V` along the displacement that moves each point `i` by `n × x i`. -/
theorem dot_torque (V : (ι → Fin 3 → ℝ) → ℝ) (x : ι → Fin 3 → ℝ) (n : Fin 3 → ℝ) :
    n ⬝ᵥ torque V x = -fderiv ℝ V x (fun i => n ⨯₃ x i) := by
  rw [apply_eq_sum, torque]
  simp only [dotProduct, Fin.sum_univ_three, Finset.sum_apply, Finset.mul_sum,
    ← Finset.sum_add_distrib, ← Finset.sum_neg_distrib]
  refine Finset.sum_congr rfl fun i _ => ?_
  simp [cross_apply, force]
  ring
```

By the chain rule, $\frac{d}{d\theta}V(R(\theta)x)=-n\cdot\tau(R(\theta)x)$.

```lean
/-- If `V` is differentiable at the turned configuration, its derivative with respect to the
angle about a unit axis `n` is minus the torque component along `n`. -/
theorem hasDerivAt_energy {V : (ι → Fin 3 → ℝ) → ℝ} {n : Fin 3 → ℝ} (hn : n ⬝ᵥ n = 1)
    (x : ι → Fin 3 → ℝ) (θ : ℝ) (hV : DifferentiableAt ℝ V (rotate (rotation n θ) x)) :
    HasDerivAt (fun t => V (rotate (rotation n t) x))
      (-(n ⬝ᵥ torque V (rotate (rotation n θ) x))) θ := by
  rw [dot_torque, neg_neg]
  exact hV.hasFDerivAt.comp_hasDerivAt θ (hasDerivAt_rotate hn x θ)
```

## Invariance removes the torque

If $V(R(\theta)x)$ is constant in $\theta$, its derivative at $\theta=0$ is zero. Derivatives are unique, so $n\cdot\tau(x)=0$.

```lean
/-- If `V` is differentiable at `x` and keeps its value when `x` is turned by any angle about
a unit axis `n`, the torque at `x` has no component along `n`. -/
theorem axis_torque_eq_zero {V : (ι → Fin 3 → ℝ) → ℝ} {n : Fin 3 → ℝ} (hn : n ⬝ᵥ n = 1)
    {x : ι → Fin 3 → ℝ} (hV : DifferentiableAt ℝ V x)
    (h : ∀ θ, V (rotate (rotation n θ) x) = V x) : n ⬝ᵥ torque V x = 0 := by
  have hd := hasDerivAt_energy hn x 0 (by rwa [rotate_zero])
  rw [funext h, rotate_zero] at hd
  exact neg_eq_zero.1 (hd.unique (hasDerivAt_const 0 (V x)))
```

Full invariance permits this for each of the three coordinate axes, so every component of $\tau$ vanishes. In `torque_eq_zero` below, the hypothesis `h` spells out "rotation matrix" as $R^TR=1$ and $\det R=1$; reflections are not required.

In a molecular dynamics code for an isolated cluster with such a potential, one can sum `cross(x[i], F[i])`, with `F` the forces from the potential alone (no thermostat forces), and expect zero up to rounding. A clear residue points to inconsistent forces or to an energy that depends on orientation, for instance through a fixed integration grid or a periodic cell.

Translations can be treated the same way: if $V$ is unchanged when all points shift by $tu$, differentiating at $t=0$ gives $u\cdot\sum_iF_i=0$, and hence zero net force when this holds for every $u$. The code here treats rotations only.

```lean
/-- If `V` is differentiable at `x` and keeps its value when all points of `x` are multiplied
by any one rotation matrix, the net torque at `x` is zero. -/
theorem torque_eq_zero {V : (ι → Fin 3 → ℝ) → ℝ} {x : ι → Fin 3 → ℝ}
    (hV : DifferentiableAt ℝ V x)
    (h : ∀ R : Matrix (Fin 3) (Fin 3) ℝ, Rᵀ * R = 1 → R.det = 1 → V (rotate R x) = V x) :
    torque V x = 0 := by
  ext a
  -- test the torque against the coordinate axis `a`
  have hn : (Pi.single a 1 : Fin 3 → ℝ) ⬝ᵥ Pi.single a 1 = 1 := by simp
  have h0 := axis_torque_eq_zero hn hV fun θ =>
    h _ (rotation_proper hn θ).1 (rotation_proper hn θ).2
  simpa using h0
```

For a single axis there is also a converse. If $n\cdot\tau$ vanishes at every configuration, $V(R(\theta)x)$ has zero derivative at every angle, so it keeps its value at $\theta=0$. This equivalence assumes $V$ differentiable everywhere, which excludes Coulomb singularities; the preceding theorem assumes differentiability only at $x$.

```lean
/-- A potential differentiable everywhere is invariant under all rotations about a unit axis
`n` exactly when the torque component along `n` vanishes at every configuration. -/
theorem invariant_about_axis_iff {V : (ι → Fin 3 → ℝ) → ℝ} (hV : Differentiable ℝ V)
    {n : Fin 3 → ℝ} (hn : n ⬝ᵥ n = 1) :
    (∀ θ x, V (rotate (rotation n θ) x) = V x) ↔ ∀ x, n ⬝ᵥ torque V x = 0 := by
  constructor
  · intro h x
    exact axis_torque_eq_zero hn (hV x) fun θ => h θ x
  · intro h θ x
    -- without a torque component along `n` the energy is constant along the whole turn
    have hd := fun t => hasDerivAt_energy hn x t (hV _)
    have hc := is_const_of_deriv_eq_zero (fun t => (hd t).differentiableAt)
      (fun t => by rw [(hd t).deriv, h, neg_zero]) θ 0
    simpa only [rotate_zero] using hc

end

end RotationInvariantPotential
```

```lean
#print axioms RotationInvariantPotential.torque_eq_zero
-- 'RotationInvariantPotential.torque_eq_zero' depends on axioms: [propext, Classical.choice, Quot.sound]
#print axioms RotationInvariantPotential.invariant_about_axis_iff
-- 'RotationInvariantPotential.invariant_about_axis_iff' depends on axioms: [propext, Classical.choice, Quot.sound]
```
